# Verlet trajectories of a harmonic system with time step h grow at most linearly exactly when every eigenvalue of the mass-weighted force-constant matrix lies in [0, 4/h²]

Q: If stability means that positions stay bounded, a free molecule fails the test at every time step, because its centre of mass drifts. If I tolerate growth, I may let a real blow-up through. Where does your statement draw the line?

A: At linear growth in the number of steps. The setting is a harmonic force $-Kx$ in mass-weighted coordinates $x$ measured from a point of zero force, with $K$ the mass-weighted force-constant operator and $h$ the time step. An eigenvalue $\mu\ge 0$ of $K$ is a squared frequency $\omega^2$. The positions live in a real inner product space `E`.

```lean
import Mathlib

namespace VerletLinearGrowth

variable {E : Type*} [NormedAddCommGroup E] [InnerProductSpace ℝ E]
```

The predicate `IsVerlet K h x` says that the sequence $x_0,x_1,\dots$ obeys
$$x_{n+2}=2x_{n+1}-x_n-h^2Kx_{n+1}.$$
The first two positions are arbitrary, which leaves the initial velocity free.

```lean
/-- The position Verlet recursion with time step `h` for the harmonic force `-K x`. -/
def IsVerlet (K : E →ₗ[ℝ] E) (h : ℝ) (x : ℕ → E) : Prop :=
  ∀ n, x (n + 2) = (2 : ℝ) • x (n + 1) - x n - h ^ 2 • K (x (n + 1))
```

Q: Start with one mode. Why should it grow no faster than linearly, even at the edges of the interval?

A: Let $a_n$ be the mode's amplitude and set $s=h^2\mu$, $c=1-s/2$. Then $a_{n+2}=2c\,a_{n+1}-a_n$. Consider
$$I_n=a_{n+1}^2-2c\,a_{n+1}a_n+a_n^2.$$
It is conserved, since
$$I_{n+1}=a_{n+2}(a_{n+2}-2c\,a_{n+1})+a_{n+1}^2=-a_{n+2}a_n+a_{n+1}^2=I_n.$$
In Lean this is an induction: substitute the recursion, and `linear_combination ih` does the algebra.

```lean
/-- The Verlet recursion of a single mode conserves a quadratic form in two successive
positions. -/
theorem mode_invariant {a : ℕ → ℝ} {s : ℝ}
    (ha : ∀ n, a (n + 2) = 2 * a (n + 1) - a n - s * a (n + 1)) (n : ℕ) :
    a (n + 1) ^ 2 - (2 - s) * a (n + 1) * a n + a n ^ 2
      = a 1 ^ 2 - (2 - s) * a 1 * a 0 + a 0 ^ 2 := by
  induction n with
  | zero => rfl
  | succ n ih =>
    have e : a (n + 1 + 1) = 2 * a (n + 1) - a n - s * a (n + 1) := ha n
    rw [e]
    linear_combination ih
```

Completing the square gives
$$(a_{n+1}-c\,a_n)^2+\tfrac{s(4-s)}{4}a_n^2=I_0\le(|a_0|+|a_1|)^2.$$
The inequality uses $|c|\le1$, which holds for $0\le s\le4$. The second term on the left is then nonnegative, so $|a_{n+1}-c\,a_n|\le|a_0|+|a_1|$. Using $|c|\le1$ again,
$$|a_{n+1}|\le|a_n|+|a_0|+|a_1|,$$
and induction yields $|a_n|\le|a_0|+n(|a_0|+|a_1|)$. At $s=0$ and $s=4$ the second term vanishes, but the argument never needed it to be positive.

In the code, `hinc` is the bound from the completed square, which `nlinarith` assembles from the invariant and the sign of $s(4-s)a_n^2$. The final induction is the triangle inequality.

```lean
/-- A single mode with `0 ≤ s ≤ 4`, where `s` is the squared time step times the squared
frequency, grows at most linearly, with a rate set by its first two positions. -/
theorem mode_linear_bound {a : ℕ → ℝ} {s : ℝ} (hs0 : 0 ≤ s) (hs4 : s ≤ 4)
    (ha : ∀ n, a (n + 2) = 2 * a (n + 1) - a n - s * a (n + 1)) (n : ℕ) :
    |a n| ≤ |a 0| + n * (|a 0| + |a 1|) := by
  have hc : |1 - s / 2| ≤ 1 := abs_le.2 ⟨by linarith, by linarith⟩
  have hcross : |(1 - s / 2) * (a 1 * a 0)| ≤ |a 1| * |a 0| := by
    rw [abs_mul, abs_mul]
    exact mul_le_of_le_one_left (by positivity) hc
  -- completing the square in the invariant bounds the increment
  have hinc : ∀ m, |a (m + 1) - (1 - s / 2) * a m| ≤ |a 0| + |a 1| := by
    intro m
    apply abs_le_of_sq_le_sq _ (by positivity)
    have h4 : 0 ≤ 4 - s := by linarith
    nlinarith [neg_abs_le ((1 - s / 2) * (a 1 * a 0)), sq_abs (a 0), sq_abs (a 1),
      mode_invariant ha m, mul_nonneg (mul_nonneg hs0 h4) (sq_nonneg (a m))]
  induction n with
  | zero => simp
  | succ n ih =>
    have h1 : |(1 - s / 2) * a n| ≤ |a n| := by
      rw [abs_mul]
      exact mul_le_of_le_one_left (abs_nonneg _) hc
    have h2 : |a (n + 1)| ≤ |a (n + 1) - (1 - s / 2) * a n| + |(1 - s / 2) * a n| := by
      have h3 := abs_add_le (a (n + 1) - (1 - s / 2) * a n) ((1 - s / 2) * a n)
      rwa [sub_add_cancel] at h3
    have h5 := hinc n
    push_cast
    linarith
```

Q: And outside the interval? I want an actual runaway trajectory, not just a failed estimate.

A: You get one. First, if $Kv=\mu v$ and $a_n$ solves the scalar recursion, then $a_nv$ solves the full one, because $K(a_nv)=\mu a_nv$.

```lean
/-- A solution of the single-mode recursion, placed along an eigenvector of `K`, is a Verlet
trajectory of the full system. -/
theorem isVerlet_of_mode {K : E →ₗ[ℝ] E} {h μ : ℝ} {v : E} (hv : K v = μ • v) {a : ℕ → ℝ}
    (ha : ∀ n, a (n + 2) = 2 * a (n + 1) - a n - (h ^ 2 * μ) * a (n + 1)) :
    IsVerlet K h (fun n => a n • v) := by
  intro n
  simp only [map_smul, hv]
  rw [ha n]
  module
```

Now try $a_n=r^n$. This works when $r^2=(2-s)r-1$, so
$$r=\frac{(2-s)\pm\sqrt{(2-s)^2-4}}{2}.$$
For $\mu<0$ we have $2-s>2$, and the plus sign gives $r>1$. For $\mu>4/h^2$ we have $2-s<-2$, and the minus sign gives $r<-1$. The two branches of `rcases` are these two cases.

```lean
/-- Along an eigenvector whose eigenvalue is negative or exceeds `4 / h ^ 2` there is a Verlet
trajectory that is multiplied at each step by a fixed real factor of modulus above one. -/
theorem exponential_growth_outside {K : E →ₗ[ℝ] E} {h μ : ℝ} (hh : 0 < h) {v : E}
    (hv : K v = μ • v) (hμ : μ < 0 ∨ 4 / h ^ 2 < μ) :
    ∃ r : ℝ, 1 < |r| ∧ IsVerlet K h (fun n => r ^ n • v) := by
  have hp : 0 < h ^ 2 := by positivity
  -- a real root of the characteristic equation outside the unit interval
  have key : ∃ r : ℝ, 1 < |r| ∧ r ^ 2 = (2 - h ^ 2 * μ) * r - 1 := by
    have hD0 := Real.sqrt_nonneg ((2 - h ^ 2 * μ) ^ 2 - 4)
    rcases hμ with hneg | hbig
    · have hs : h ^ 2 * μ < 0 := mul_neg_of_pos_of_neg hp hneg
      have hD := Real.sq_sqrt (show 0 ≤ (2 - h ^ 2 * μ) ^ 2 - 4 by nlinarith)
      refine ⟨((2 - h ^ 2 * μ) + √((2 - h ^ 2 * μ) ^ 2 - 4)) / 2, ?_, ?_⟩
      · exact lt_abs.2 (Or.inl (by linarith))
      · linear_combination hD / 4
    · have hs : 4 < μ * h ^ 2 := (div_lt_iff₀ hp).1 hbig
      have hs' : 4 < h ^ 2 * μ := by linarith
      have hD := Real.sq_sqrt (show 0 ≤ (2 - h ^ 2 * μ) ^ 2 - 4 by nlinarith)
      refine ⟨((2 - h ^ 2 * μ) - √((2 - h ^ 2 * μ) ^ 2 - 4)) / 2, ?_, ?_⟩
      · exact lt_abs.2 (Or.inr (by linarith))
      · linear_combination hD / 4
  obtain ⟨r, hr1, hr⟩ := key
  refine ⟨r, hr1, isVerlet_of_mode hv (a := fun n => r ^ n) (fun n => ?_)⟩
  linear_combination r ^ n * hr
```

To see that $q^n$ with $q>1$ beats every bound $C(1+n)$, note that $n=0$ forces $C\ge1$. Bernoulli's inequality gives $q^N\ge1+N(q-1)$, hence $q^{2N}\ge N^2(q-1)^2$. For $N\ge1$ the supposed bound gives $q^{2N}\le C(1+2N)\le3CN$. Together these require $N(q-1)^2\le3C$, which fails for large $N$. In Lean, `exists_nat_gt` supplies an $N$ above $3C/(q-1)^2$.

```lean
/-- Exponential growth exceeds every linear bound. -/
theorem exponential_not_linear {q : ℝ} (hq : 1 < q) :
    ¬ ∃ C : ℝ, ∀ n : ℕ, q ^ n ≤ C * (1 + n) := by
  rintro ⟨C, hC⟩
  have hC1 : 1 ≤ C := by simpa using hC 0
  have hd : 0 < q - 1 := by linarith
  obtain ⟨N, hN⟩ := exists_nat_gt (3 * C / (q - 1) ^ 2)
  have hN0 : (0 : ℝ) < N := lt_trans (by positivity) hN
  have hN1 : (1 : ℝ) ≤ N := by exact_mod_cast (Nat.cast_pos.1 hN0)
  rw [div_lt_iff₀ (by positivity)] at hN
  -- Bernoulli's inequality at step N, squared, gives quadratic growth at step 2N
  have hB := one_add_mul_le_pow (by linarith : -2 ≤ q - 1) N
  rw [add_sub_cancel] at hB
  have hsq : ((N : ℝ) * (q - 1)) ^ 2 ≤ (q ^ N) ^ 2 :=
    pow_le_pow_left₀ (by positivity) (by linarith) 2
  have h2 := hC (2 * N)
  rw [pow_mul'] at h2
  push_cast at h2
  have h3 := mul_lt_mul_of_pos_right hN hN0
  have h4 : C * 1 ≤ C * N := mul_le_mul_of_nonneg_left hN1 (by linarith)
  nlinarith
```

Q: Now the full system. What exactly is quantified?

A: In `linear_growth_iff`, `E` is finite-dimensional, `K` is symmetric and $h>0$. The left side says that for every Verlet trajectory there is a constant $C$ with $\|x_n\|\le C(1+n)$ for all $n$. The constant may depend on the trajectory. Unless `E` is the zero space it has to, since trajectories can be scaled. The right side says that every $\mu$ with `HasEigenvalue K μ` lies in `Set.Icc 0 (4 / h ^ 2)`, endpoints included.

From left to right, an eigenvalue outside the interval has an eigenvector $v\neq0$, and $r^nv$ has norm $|r|^n\|v\|$, which no linear bound contains.

From right to left, take an orthonormal eigenbasis $b_i$ with $Kb_i=\mu_ib_i$. Symmetry gives $\langle b_i,Kx\rangle=\langle Kb_i,x\rangle=\mu_i\langle b_i,x\rangle$, so each $\langle b_i,x_n\rangle$ obeys the scalar recursion. Here $s=h^2\mu_i$ lies in $[0,4]$, so `mode_linear_bound` applies, and `hmode` records the resulting bound on each component. The `calc` block then sums the modes:
$$\|x_n\|\le\sum_i|\langle b_i,x_n\rangle|\le(1+n)\sum_i\bigl(|\langle b_i,x_0\rangle|+|\langle b_i,x_1\rangle|\bigr).$$

```lean
/-- All Verlet trajectories of a symmetric `K` grow at most linearly in the number of steps
if and only if every eigenvalue of `K` lies in the closed interval from `0` to `4 / h ^ 2`. -/
theorem linear_growth_iff [FiniteDimensional ℝ E] {K : E →ₗ[ℝ] E} (hK : K.IsSymmetric)
    {h : ℝ} (hh : 0 < h) :
    (∀ x, IsVerlet K h x → ∃ C : ℝ, ∀ n : ℕ, ‖x n‖ ≤ C * (1 + n)) ↔
      ∀ μ : ℝ, Module.End.HasEigenvalue K μ → μ ∈ Set.Icc 0 (4 / h ^ 2) := by
  have hp : 0 < h ^ 2 := by positivity
  constructor
  · intro H μ hμ
    obtain ⟨v, hv⟩ := hμ.exists_hasEigenvector
    by_contra hout
    have hcase : μ < 0 ∨ 4 / h ^ 2 < μ := by
      by_contra hc
      rw [not_or, not_lt, not_lt] at hc
      exact hout hc
    obtain ⟨r, hr, hx⟩ := exponential_growth_outside hh hv.apply_eq_smul hcase
    obtain ⟨C, hC⟩ := H _ hx
    have hvpos : 0 < ‖v‖ := norm_pos_iff.2 hv.2
    refine exponential_not_linear hr ⟨C / ‖v‖, fun n => ?_⟩
    have hn := hC n
    rw [norm_smul, norm_pow, Real.norm_eq_abs] at hn
    rw [div_mul_eq_mul_div, le_div_iff₀ hvpos]
    exact hn
  · intro H x hx
    -- normal modes: an orthonormal basis of eigenvectors
    obtain ⟨b, hb⟩ : ∃ b : OrthonormalBasis (Fin (Module.finrank ℝ E)) ℝ E,
        ∀ i, ∃ μ : ℝ, K (b i) = μ • b i :=
      ⟨hK.eigenvectorBasis rfl, fun i => ⟨_, hK.apply_eigenvectorBasis rfl i⟩⟩
    have hmode : ∀ i, ∀ n : ℕ, |inner ℝ (b i) (x n)| ≤ |inner ℝ (b i) (x 0)|
        + n * (|inner ℝ (b i) (x 0)| + |inner ℝ (b i) (x 1)|) := by
      intro i n
      obtain ⟨μ, hμ⟩ := hb i
      have hI := H μ (Module.End.hasEigenvalue_of_hasEigenvector
        ⟨Module.End.mem_eigenspace_iff.2 hμ, b.orthonormal.ne_zero i⟩)
      have h4 : μ * h ^ 2 ≤ 4 := (le_div_iff₀ hp).1 hI.2
      refine mode_linear_bound (a := fun n => inner ℝ (b i) (x n)) (s := h ^ 2 * μ)
        (mul_nonneg hp.le hI.1) (by linarith) (fun m => ?_) n
      rw [hx m, inner_sub_right, inner_sub_right, real_inner_smul_right,
        real_inner_smul_right, ← hK (b i) (x (m + 1)), hμ, real_inner_smul_left]
      ring
    refine ⟨∑ i, (|inner ℝ (b i) (x 0)| + |inner ℝ (b i) (x 1)|), fun n => ?_⟩
    calc ‖x n‖ = ‖∑ i, (inner ℝ (b i) (x n) : ℝ) • b i‖ := by rw [b.sum_repr']
      _ ≤ ∑ i, ‖(inner ℝ (b i) (x n) : ℝ) • b i‖ := norm_sum_le _ _
      _ ≤ ∑ i, (|inner ℝ (b i) (x 0)| + |inner ℝ (b i) (x 1)|) * (1 + (n : ℝ)) := by
          refine Finset.sum_le_sum fun i _ => ?_
          rw [norm_smul, b.orthonormal.1 i, mul_one, Real.norm_eq_abs]
          linarith [hmode i n, abs_nonneg (inner ℝ (b i) (x 1) : ℝ)]
      _ = _ := by rw [Finset.sum_mul]
```

Q: Does symmetry matter, or is it there for convenience?

A: It matters. On $\mathbb{R}^2$ take $K(p,q)=(q,0)$, whose only eigenvalue is $0$. With $q_n=1$ and $p_n=-h^2n(n-1)/2$ the recursion holds, because the second difference of $n(n-1)/2$ is $1$. The eigenvalue lies in the interval, yet the growth is quadratic. A force that comes from a potential energy has a symmetric $K$.

Q: Could the linear bound be improved to boundedness on the closed interval?

A: Not at either endpoint. For a zero mode $v\neq0$, such as a free translation, $nv$ is a trajectory because $2(n+1)-n=n+2$. Its norm is $n\|v\|$.

```lean
/-- Along a zero mode of `K`, uniform drift is a Verlet trajectory, and its norm is exactly
proportional to the number of steps. -/
theorem zero_mode_drift {K : E →ₗ[ℝ] E} (h : ℝ) {v : E} (hv : K v = 0) :
    IsVerlet K h (fun n => (n : ℝ) • v) ∧ ∀ n : ℕ, ‖(n : ℝ) • v‖ = n * ‖v‖ := by
  refine ⟨isVerlet_of_mode (μ := 0) (by rw [hv, zero_smul]) (a := fun n => (n : ℝ))
    (fun n => ?_), fun n => by rw [norm_smul, Real.norm_natCast]⟩
  push_cast
  ring
```

At $\mu=4/h^2$ the scalar recursion reads $a_{n+2}=-2a_{n+1}-a_n$, and $a_n=(-1)^nn$ solves it. The norm is again $n\|v\|$.

```lean
/-- For an eigenvector `v` with eigenvalue `4 / h ^ 2`, the positions `((-1) ^ n * n) • v` form a
Verlet trajectory, and its norm is exactly proportional to the number of steps. -/
theorem limit_mode_growth {K : E →ₗ[ℝ] E} {h : ℝ} (hh : h ≠ 0) {v : E}
    (hv : K v = (4 / h ^ 2) • v) :
    IsVerlet K h (fun n => ((-1) ^ n * (n : ℝ)) • v) ∧
      ∀ n : ℕ, ‖((-1) ^ n * (n : ℝ)) • v‖ = n * ‖v‖ := by
  have e : h ^ 2 * (4 / h ^ 2) = 4 := mul_div_cancel₀ 4 (pow_ne_zero 2 hh)
  refine ⟨isVerlet_of_mode hv (a := fun n => (-1) ^ n * (n : ℝ)) (fun n => ?_), fun n => ?_⟩
  · rw [e]
    push_cast
    ring
  · rw [norm_smul, norm_mul, norm_pow, norm_neg, norm_one, one_pow, one_mul,
      Real.norm_natCast]

end VerletLinearGrowth
```

```lean
#print axioms VerletLinearGrowth.linear_growth_iff
#print axioms VerletLinearGrowth.zero_mode_drift
#print axioms VerletLinearGrowth.limit_mode_growth
```

```
'VerletLinearGrowth.linear_growth_iff' depends on axioms: [propext, Classical.choice, Quot.sound]
'VerletLinearGrowth.zero_mode_drift' depends on axioms: [propext, Classical.choice, Quot.sound]
'VerletLinearGrowth.limit_mode_growth' depends on axioms: [propext, Classical.choice, Quot.sound]
```

Q: Those two cases look very different to me. Drift is physics; a real oscillator with $\omega=2/h$ stays bounded.

A: Agreed. The criterion measures the rate of growth, not its fidelity, and at the upper endpoint the growth is an artefact of the discretisation. Likewise, a negative eigenvalue, as at a saddle point, violates the criterion for every $h$, and there the exact motion can run away too.

Q: So what may I use it for in a simulation?

A: For a purely harmonic model with no negative eigenvalues, it gives the step-size condition $h\omega_{\max}\le2$ for excluding exponential growth, with free translations allowed. Anharmonic forces, thermostats, constraints and rounding errors are not in the model.
